# Two momenta fix the parity of the winding number of a gapped chiral chain with real finite-range hoppings

A chain with two sites $A$ and $B$ per cell and hopping only between $A$ and $B$ is described by one Bloch function of $z = e^{ik}$, where $k$ is the momentum and the lattice constant is $1$. With finite range this function is in general a sum of positive and negative powers of $z$. Here it is taken to be a polynomial,
$$h(z) = \sum_{n=0}^{d} t_n z^n, \qquad t_n \in \mathbb{R},$$
where $t_n$ couples the $A$ site of cell $j$ to the $B$ site of cell $j+n$. The function $h$ refers to a chosen unit cell: raising the cell labels of the $B$ sites by $m$ multiplies the Bloch function by $z^m$, which raises the winding number by $m$, multiplies the value at $z=-1$ by $(-1)^m$ and, for $m$ large enough, removes all negative powers. The polynomial form therefore restricts the choice of cell without making it unique. Real $t_n$ express spinless time reversal. For such an $h$ without zeros on the unit circle, the number of zeros inside the circle, counted with multiplicity, equals the winding number, and it is odd exactly when $h(1)h(-1) < 0$.

```lean
import Mathlib

open Polynomial Complex
open scoped Real ComplexConjugate

namespace ChiralWindingParity

noncomputable section
```

## Bloch function, Hamiltonian and gap

The hoppings are the coefficients of a real polynomial `h : ℝ[X]`. Since $z$ is complex, the same coefficients are read as complex numbers, and the result is `bloch h`. In Lean `X` is the variable and `C a` is the constant polynomial $a$.

```lean
/-- The off-diagonal Bloch function of a chain with real hoppings `h`, as a polynomial in
the complex variable `z`. -/
def bloch (h : ℝ[X]) : ℂ[X] := h.map (algebraMap ℝ ℂ)
```

For any complex polynomial $p$, the Hamiltonian in the basis $(A, B)$, Lean's indices `0` and `1`, is
$$H(k) = \begin{pmatrix} 0 & p(e^{ik}) \\ \overline{p(e^{ik})} & 0 \end{pmatrix}.$$
The empty diagonal is the chiral symmetry: there are no on-site energies and no hopping within a sublattice. As $H(k)^2 = |p(e^{ik})|^2\,\mathbb{1}$ and the trace vanishes, the two bands are $\pm|p(e^{ik})|$.

```lean
/-- The chiral two-band Bloch Hamiltonian at momentum `k` with off-diagonal element
`p(e^{ik})`. -/
def hamiltonian (p : ℂ[X]) (k : ℝ) : Matrix (Fin 2) (Fin 2) ℂ :=
  !![0, p.eval (exp (k * I)); conj (p.eval (exp (k * I))), 0]
```

The bands touch at zero energy where $p(e^{ik}) = 0$. An insulator at half filling therefore has $p(z) \neq 0$ for all $|z| = 1$. This condition is the hypothesis of the main theorems.

```lean
/-- The Bloch function `p` has no zero on the unit circle. -/
def Gapped (p : ℂ[X]) : Prop := ∀ z : ℂ, ‖z‖ = 1 → p.eval z ≠ 0
```

## The two counts to be compared

Let $N(p)$ be the number of zeros of $p$ with $|z| < 1$. Mathlib's `p.roots` is a multiset, so a double zero is counted twice.

```lean
/-- The number of zeros of `p` in the open unit disk, counted with multiplicity. -/
def zerosInDisk (p : ℂ[X]) : ℕ := p.roots.countP fun z => ‖z‖ < 1
```

The winding number is
$$W(p) = \frac{1}{2\pi i}\oint_{|z|=1} \frac{p'(z)}{p(z)}\,dz .$$
With $z = e^{ik}$, $dz = iz\,dk$ and $k$ running from $0$ to $2\pi$, the integrand is $\partial_k \log p(e^{ik})\,dk$, so $W$ measures the total change of the phase of the upper right element of $H(k)$ in units of $2\pi$. The circle `C(0, 1)` is traversed counterclockwise, and using the lower left element would reverse the sign. The definition returns a complex number, whose integrality for gapped $p$ is proved below. Lean gives the zero polynomial no roots and sets division by zero to zero, but `Gapped` excludes both situations.

```lean
/-- The chiral winding number `(2πi)⁻¹ ∮ p'(z)/p(z) dz` over the unit circle. -/
def winding (p : ℂ[X]) : ℂ :=
  (2 * π * I)⁻¹ * ∮ z in C(0, 1), p.derivative.eval z / p.eval z
```

## The gap as a determinant condition

The determinant is $\det H(k) = -p(e^{ik})\,\overline{p(e^{ik})}$, which vanishes exactly when $p(e^{ik}) = 0$; this is `key`. Every $e^{ik}$ has modulus one, and every $z$ of modulus one is $e^{i\arg z}$, so the momenta cover the circle and the two conditions agree.

```lean
/-- `p` has no zero on the unit circle iff `det H(k) ≠ 0` at every momentum. -/
theorem gapped_iff_det (p : ℂ[X]) : Gapped p ↔ ∀ k, (hamiltonian p k).det ≠ 0 := by
  have key : ∀ k : ℝ, (hamiltonian p k).det ≠ 0 ↔ p.eval (exp (k * I)) ≠ 0 := by
    intro k
    simp [hamiltonian, Matrix.det_fin_two_of]
  refine ⟨fun hg k => (key k).2 (hg _ (norm_exp_ofReal_mul_I k)), fun H z hz => ?_⟩
  have e : exp (arg z * I) = z := by simpa [hz] using norm_mul_exp_arg_mul_I z
  have := (key _).1 (H (arg z))
  rwa [e] at this
```

## Removing one factor

Both inductions divide $p$ by a factor. If $p = ab$ has no zero on the circle then neither has $b$, and $b$ is not the zero polynomial because $p(1) \neq 0$.

```lean
/-- A factor of a gapped Bloch function is gapped and nonzero. -/
theorem Gapped.of_mul {a b : ℂ[X]} (hg : Gapped (a * b)) : Gapped b ∧ b ≠ 0 :=
  ⟨fun z hz h0 => hg z hz (by rw [eval_mul, h0, mul_zero]),
    fun h => hg 1 norm_one (by simp [h])⟩
```

For a complex number $a$ and a polynomial $q \neq 0$, the roots of $(z-a)\,q$ are those of $q$ together with $a$. Hence
$$N\big((z-a)q\big) = N(q) + \begin{cases} 1, & |a| < 1,\\ 0, & |a| \ge 1.\end{cases}$$

```lean
/-- A factor `z - a` adds one zero in the disk if `|a| < 1` and none otherwise. -/
theorem zerosInDisk_linear_mul (a : ℂ) {q : ℂ[X]} (hq : q ≠ 0) :
    zerosInDisk ((X - C a) * q) = zerosInDisk q + if ‖a‖ < 1 then 1 else 0 := by
  unfold zerosInDisk
  rw [roots_mul (mul_ne_zero (X_sub_C_ne_zero a) hq), roots_X_sub_C,
    Multiset.singleton_add, Multiset.countP_cons]
```

## The momenta $0$ and $\pi$

Real coefficients give real values at real arguments.

```lean
/-- At a real argument `x` the Bloch function takes the real value `h(x)`. -/
theorem bloch_eval_real (h : ℝ[X]) (x : ℝ) :
    (bloch h).eval (x : ℂ) = ((h.eval x : ℝ) : ℂ) := by
  unfold bloch
  rw [eval_map]
  exact eval₂_at_apply (algebraMap ℝ ℂ) x
```

The only real points of the unit circle are $z = 1$ and $z = -1$, at $k = 0$ and $k = \pi$. There both off-diagonal elements are equal, and with the Pauli matrix $\sigma_x = \begin{pmatrix}0&1\\1&0\end{pmatrix}$,
$$H(0) = h(1)\,\sigma_x, \qquad H(\pi) = h(-1)\,\sigma_x .$$
The eigenvectors are $(1, \pm 1)/\sqrt{2}$, and for a gapped chain the lower band has $\sigma_x$ eigenvalue $-\operatorname{sgn} h(1)$ at $k = 0$ and $-\operatorname{sgn} h(-1)$ at $k = \pi$. Since $\sigma_x H(k)\sigma_x = H(-k)$ for real hoppings, $\sigma_x$ acts as inversion, and $h(1)h(-1) < 0$ says that the lower band has opposite inversion eigenvalues at the two momenta. This inversion reading, like the shift of cell labels above, is commentary that none of the theorems states. The proof inserts the two real values and compares the four matrix entries.

```lean
/-- At the momenta `0` and `π` the Hamiltonian is `h(1) σx` and `h(-1) σx`. -/
theorem hamiltonian_high_symmetry (h : ℝ[X]) :
    hamiltonian (bloch h) 0 = ((h.eval 1 : ℝ) : ℂ) • !![0, 1; 1, 0] ∧
    hamiltonian (bloch h) π = ((h.eval (-1) : ℝ) : ℂ) • !![0, 1; 1, 0] := by
  have e1 : (bloch h).eval 1 = ((h.eval 1 : ℝ) : ℂ) := by simpa using bloch_eval_real h 1
  have e2 : (bloch h).eval (-1) = ((h.eval (-1) : ℝ) : ℂ) := by
    simpa using bloch_eval_real h (-1)
  constructor <;> ext i j <;> fin_cases i <;> fin_cases j <;>
    simp [hamiltonian, e1, e2, conj_ofReal]
```

## Conjugate pairs of roots

For a complex number $z$, the relations $z + \bar z = 2\operatorname{Re} z$ and $z\bar z = |z|^2$, named `h1` and `h2`, give a quadratic in the variable $x$ with real coefficients:
$$x^2 - 2(\operatorname{Re} z)\,x + |z|^2 = (x - z)(x - \bar z).$$

```lean
/-- The real quadratic `x² - 2 Re z x + |z|²` factors over the pair `z`, `conj z`. -/
theorem bloch_pair (z : ℂ) :
    bloch (X ^ 2 - C (2 * z.re) * X + C (‖z‖ ^ 2)) = (X - C z) * (X - C (conj z)) := by
  have h1 : z + conj z = 2 * (z.re : ℂ) := by simp [Complex.add_conj]
  have h2 : z * conj z = (‖z‖ : ℂ) ^ 2 := by
    simp [Complex.mul_conj, Complex.normSq_eq_norm_sq]
  refine Polynomial.funext fun w => ?_
  simp only [bloch, Polynomial.map_add, Polynomial.map_sub, Polynomial.map_mul,
    Polynomial.map_pow, Polynomial.map_X, Polynomial.map_C, eval_add, eval_sub, eval_mul,
    eval_pow, eval_X, eval_C, Complex.coe_algebraMap]
  push_cast
  linear_combination w * h1 - h2
```

## Parity of the number of zeros

The claim is that $N(h)$ is odd iff $h(1)h(-1) < 0$, for gapped real $h$. The induction is on the degree and assumes the claim for all smaller degrees, because a step removes one root or two.

If $h = c$ is constant, then $N = 0$ is even and $h(1)h(-1) = c^2 \ge 0$, so both sides are false. Otherwise $h$ has a complex root.

If the root $r$ is real, write $h = (x - r)\,q$ with $q$ real and gapped, and put $Q = q(1)q(-1)$. Then
$$h(1)h(-1) = (1-r)(-1-r)\,Q = (r^2 - 1)\,Q,$$
with $|r| \neq 1$ and $Q \neq 0$ by the gap. For $|r| > 1$ the factor is positive and $N(h) = N(q)$, so nothing changes. For $|r| < 1$ the factor is negative and $N(h) = N(q) + 1$. Then $N(h)$ is odd iff $N(q)$ is not odd, which by induction means $Q \ge 0$. As $Q \neq 0$ this is $Q > 0$, that is $(r^2-1)Q < 0$.

If the root $z$ has $\operatorname{Im} z \neq 0$, the real quadratic above divides $h$, with real quotient $q$. Its values at $x = \pm 1$ are $(1 \mp \operatorname{Re} z)^2 + (\operatorname{Im} z)^2 > 0$, so the sign of the product is that of $q(1)q(-1)$. Since $|\bar z| = |z|$, the count rises by $0$ or $2$.

```lean
/-- For a real polynomial without zeros on the unit circle, the number of zeros in the
open unit disk is odd iff `h(1) h(-1) < 0`. -/
theorem odd_zerosInDisk_iff (h : ℝ[X]) (hg : Gapped (bloch h)) :
    Odd (zerosInDisk (bloch h)) ↔ h.eval 1 * h.eval (-1) < 0 := by
  suffices H : ∀ n, ∀ h : ℝ[X], (bloch h).natDegree = n → Gapped (bloch h) →
      (Odd (zerosInDisk (bloch h)) ↔ h.eval 1 * h.eval (-1) < 0) from H _ h rfl hg
  have deg : ∀ (a : ℂ) (q : ℂ[X]), q ≠ 0 → ((X - C a) * q).natDegree = 1 + q.natDegree :=
    fun a q hq => by rw [natDegree_mul (X_sub_C_ne_zero a) hq, natDegree_X_sub_C]
  have sgn : ∀ a Q : ℝ, 0 < a → (Q < 0 ↔ a * Q < 0) := fun a Q ha =>
    ⟨mul_neg_of_pos_of_neg ha, fun h => lt_of_not_ge fun hc =>
      absurd (mul_nonneg ha.le hc) (not_le_of_gt h)⟩
  intro n
  induction n using Nat.strong_induction_on with
  | _ n ih =>
  intro h hn hg
  by_cases h0 : n = 0
  · have hd : h.natDegree = 0 := by simpa [bloch, h0] using hn
    rw [eq_C_of_natDegree_eq_zero hd]
    simp [bloch, zerosInDisk, mul_self_nonneg]
  obtain ⟨z, hz⟩ := Complex.exists_root (f := bloch h)
    (natDegree_pos_iff_degree_pos.1 (by omega))
  have hz0 : (bloch h).eval z = 0 := hz
  by_cases him : z.im = 0
  · -- a real root r contributes the factor r² - 1
    obtain ⟨r, rfl⟩ : ∃ r : ℝ, z = r := ⟨z.re, Complex.ext (by simp) (by simp [him])⟩
    have hr1 : |r| ≠ 1 := fun e => hg r (by simpa using e) hz0
    rw [bloch_eval_real] at hz0
    have hr : h.IsRoot r := by exact_mod_cast hz0
    obtain ⟨q, rfl⟩ := dvd_iff_isRoot.2 hr
    have e : bloch ((X - C r) * q) = (X - C (r : ℂ)) * bloch q := by simp [bloch]
    rw [e] at hg hn
    obtain ⟨hq, hq0⟩ := hg.of_mul
    have IH := ih _ (by rw [deg _ _ hq0] at hn; omega) q rfl hq
    have q1 : q.eval 1 ≠ 0 := fun e => hq ((1 : ℝ) : ℂ) (by simp) (by
      rw [bloch_eval_real, e]; simp)
    have q2 : q.eval (-1) ≠ 0 := fun e => hq ((-1 : ℝ) : ℂ) (by simp) (by
      rw [bloch_eval_real, e]; simp)
    have p : ((X - C r) * q).eval 1 * ((X - C r) * q).eval (-1)
        = (r ^ 2 - 1) * (q.eval 1 * q.eval (-1)) := by
      simp only [eval_mul, eval_sub, eval_X, eval_C]
      ring
    rw [e, p, zerosInDisk_linear_mul _ hq0, Complex.norm_real, Real.norm_eq_abs]
    have hQ := mul_ne_zero q1 q2
    have sq := sq_abs r
    have nn := abs_nonneg r
    split_ifs with hlt
    · have hneg : r ^ 2 - 1 < 0 := by nlinarith
      rw [Nat.odd_add_one, IH]
      exact ⟨fun hc => mul_neg_of_neg_of_pos hneg (lt_of_le_of_ne (not_lt.1 hc) hQ.symm),
        fun h1 h2 => absurd (mul_pos_of_neg_of_neg hneg h2) (not_lt_of_ge h1.le)⟩
    · have hgt : 1 < |r| := lt_of_le_of_ne (not_lt.1 hlt) hr1.symm
      rw [add_zero, IH]
      exact sgn _ _ (by nlinarith)
  · -- a conjugate pair changes neither the parity nor the sign
    rw [bloch, eval_map_algebraMap] at hz0
    obtain ⟨q, rfl⟩ := quadratic_dvd_of_aeval_eq_zero_im_ne_zero h hz0 him
    have e : bloch ((X ^ 2 - C (2 * z.re) * X + C (‖z‖ ^ 2)) * q)
        = (X - C z) * ((X - C (conj z)) * bloch q) := by
      rw [← mul_assoc, ← bloch_pair]
      exact Polynomial.map_mul _
    rw [e] at hg hn
    obtain ⟨hq', hq0'⟩ := hg.of_mul
    obtain ⟨hq, hq0⟩ := hq'.of_mul
    have IH := ih _ (by rw [deg _ _ hq0', deg _ _ hq0] at hn; omega) q rfl hq
    have par : ∀ m t : ℕ, Odd (m + t + t) ↔ Odd m := fun m t => by
      simp only [Nat.odd_iff]
      constructor <;> intro <;> omega
    rw [e, zerosInDisk_linear_mul _ hq0', zerosInDisk_linear_mul _ hq0, Complex.norm_conj,
      par, IH, sgn (((1 - z.re) ^ 2 + z.im ^ 2) * ((1 + z.re) ^ 2 + z.im ^ 2)) _
        (by positivity)]
    simp only [eval_mul, eval_add, eval_sub, eval_pow, eval_X, eval_C, Complex.sq_norm,
      normSq_apply]
    constructor <;> intro H <;> convert H using 1 <;> ring
```

The case splits `n = 0` and `z.im = 0` are the three cases above, and `Complex.exists_root` supplies the root. In the real branch `p` is the identity with $r^2 - 1$, `hQ` is $Q \neq 0$, and `split_ifs` separates $|r| < 1$ from $|r| > 1$. In the other branch `quadratic_dvd_of_aeval_eq_zero_im_ne_zero` gives the division, and `par` says that adding the same number twice keeps the parity. The helper `sgn` states that a positive factor keeps a negative sign. A repeated root is found again in $q$ at a later step.

## Winding number equals number of zeros

This step holds for gapped polynomials with complex coefficients. It is the argument principle in the special case of a polynomial, with the unit circle as contour. For a constant, $p' = 0$ and $W = 0 = N$. For $p = (z-a)\,q$ the product rule gives, on the circle,
$$\frac{p'}{p} = \frac{1}{z-a} + \frac{q'}{q},$$
where $|a| \neq 1$ and $q \neq 0$ on the circle. Both terms are continuous there, so the integral splits. The second term contributes $W(q) = N(q)$. For the first,
$$\frac{1}{2\pi i}\oint_{|z|=1}\frac{dz}{z-a} = \begin{cases}1, & |a|<1,\\ 0, & |a|>1,\end{cases}$$
which matches the increment of $N$.

```lean
/-- Argument principle: the winding number of a gapped polynomial Bloch function equals
its number of zeros in the open unit disk. -/
theorem winding_eq_zerosInDisk (p : ℂ[X]) (hg : Gapped p) : winding p = zerosInDisk p := by
  suffices H : ∀ n, ∀ p : ℂ[X], p.natDegree = n → Gapped p → winding p = zerosInDisk p from
    H _ p rfl hg
  intro n
  induction n with
  | zero =>
    intro p hn _
    rw [eq_C_of_natDegree_eq_zero hn]
    simp [winding, zerosInDisk, circleIntegral]
  | succ n ih =>
    intro p hn hg
    obtain ⟨a, ha⟩ := Complex.exists_root (f := p)
      (natDegree_pos_iff_degree_pos.1 (by omega))
    obtain ⟨q, rfl⟩ := dvd_iff_isRoot.2 ha
    obtain ⟨hq, hq0⟩ := hg.of_mul
    rw [natDegree_mul (X_sub_C_ne_zero a) hq0, natDegree_X_sub_C] at hn
    have IH := ih q (by omega) hq
    have ha1 : ‖a‖ ≠ 1 := fun h => hg a h (by simp)
    have hne : ∀ z ∈ Metric.sphere (0 : ℂ) 1, z - a ≠ 0 := fun z hz h =>
      ha1 (by rw [← sub_eq_zero.1 h]; simpa using hz)
    have hqz : ∀ z ∈ Metric.sphere (0 : ℂ) 1, q.eval z ≠ 0 := fun z hz =>
      hq z (by simpa using hz)
    -- the logarithmic derivative splits off a simple pole at a
    have hc : Set.EqOn (fun z => ((X - C a) * q).derivative.eval z / ((X - C a) * q).eval z)
        (fun z => (z - a)⁻¹ + q.derivative.eval z / q.eval z) (Metric.sphere 0 1) := by
      intro z hz
      have h1 := hne z hz
      have h2 := hqz z hz
      simp only [derivative_mul, derivative_sub, derivative_X, derivative_C, sub_zero,
        eval_add, eval_mul, eval_sub, eval_X, eval_C, one_mul]
      field_simp
      try ring
    have i1 : CircleIntegrable (fun z : ℂ => (z - a)⁻¹) 0 1 :=
      ((continuousOn_id.sub continuousOn_const).inv₀ hne).circleIntegrable zero_le_one
    have i2 : CircleIntegrable (fun z : ℂ => q.derivative.eval z / q.eval z) 0 1 :=
      (q.derivative.continuous.continuousOn.div q.continuous.continuousOn
        hqz).circleIntegrable zero_le_one
    have e := (circleIntegral.integral_congr zero_le_one hc).trans
      (circleIntegral.integral_add i1 i2)
    rw [winding] at IH
    rw [winding, e, mul_add, IH, zerosInDisk_linear_mul a hq0]
    split_ifs with hlt
    · rw [circleIntegral.integral_sub_inv_of_mem_ball (by simpa using hlt),
        inv_mul_cancel₀ two_pi_I_ne_zero]
      push_cast
      ring
    · have hout : ∀ z ∈ Metric.closedBall (0 : ℂ) 1, z - a ≠ 0 := fun z hz h =>
        hlt (lt_of_le_of_ne (by rw [← sub_eq_zero.1 h]; simpa using hz) ha1)
      have z0 : (∮ z in C(0, 1), (z - a)⁻¹) = 0 :=
        circleIntegral_eq_zero_of_differentiable_on_off_countable zero_le_one
          Set.countable_empty ((continuousOn_id.sub continuousOn_const).inv₀ hout)
          fun z hz => (differentiableAt_id.sub_const a).inv
            (hout z (Metric.ball_subset_closedBall hz.1))
      rw [z0]
      simp
```

Here `hc` is the splitting, `i1` and `i2` are integrability of the two terms, and `e` is the split integral. The value $2\pi i$ for an inner pole is `circleIntegral.integral_sub_inv_of_mem_ball`. For an outer pole, `hout` says that $z - a \neq 0$ on the closed disk, and Cauchy's theorem gives `z0`.

## Parity of the winding number

Combining the results: if $h$ is real and $\det H(k) \neq 0$ for every real $k$, there is a natural number $\nu$ with $W = \nu$, and $\nu$ is odd iff $h(1)h(-1) < 0$. The witness for $\nu$ is $N$. That $\nu$ is not negative reflects the polynomial form of $h$.

```lean
/-- If `det H(k) ≠ 0` for all `k` in a chain with real hoppings, the winding number is a
natural number, odd iff `h(1) h(-1) < 0`. -/
theorem winding_parity (h : ℝ[X]) (hH : ∀ k, (hamiltonian (bloch h) k).det ≠ 0) :
    ∃ ν : ℕ, winding (bloch h) = ν ∧ (Odd ν ↔ h.eval 1 * h.eval (-1) < 0) :=
  have hg := (gapped_iff_det _).2 hH
  ⟨_, winding_eq_zerosInDisk _ hg, odd_zerosInDisk_iff h hg⟩
```

For a non-interacting, two-band, chiral chain with real finite-range hoppings, $h(1)$ and $h(-1)$ are the mass terms of the $k\cdot p$ expansions about $k = 0$ and $k = \pi$, and their relative sign gives $\nu$ modulo $2$, provided the gap is known to be open at all momenta. Both the sign and $\nu$ refer to the chosen cell and to Bloch phases built from cell labels, so that $H(k+2\pi) = H(k)$. The sign does not determine $\nu$ itself. The gap is assumed and not derived from the two values. The theorems concern the infinite periodic chain, and they say nothing about edge states of a terminated chain, disorder, or more than two bands.

## The dimerised chain

The Su–Schrieffer–Heeger chain has $h(z) = v + wz$, with hopping $v$ inside a cell and $w$ between cells. A zero on the circle would give $v = -wz$ and so $|v| = |w|$; the hypothesis $|v| \neq |w|$, which is dimerisation of the bond strengths, excludes it. Further,
$$h(1)h(-1) = (v+w)(v-w) = v^2 - w^2,$$
which is negative iff $|v| < |w|$. The theorem states the gap and the parity of $N$, for either sign of $v$ and $w$ and including $w = 0$, where $h$ is a nonzero constant. In the proof `h2` is $v = -wz$, and `sq_lt_sq` converts $|v| < |w|$ into $v^2 < w^2$.

```lean
/-- The chain `h(z) = v + w z` with `|v| ≠ |w|` is gapped, and its number of zeros in the
disk is odd iff `|v| < |w|`. -/
theorem ssh_witness (v w : ℝ) (hvw : |v| ≠ |w|) :
    Gapped (bloch (C v + C w * X)) ∧
      (Odd (zerosInDisk (bloch (C v + C w * X))) ↔ |v| < |w|) := by
  have hg : Gapped (bloch (C v + C w * X)) := by
    intro z hz h0
    have h1 : (v : ℂ) + w * z = 0 := by simpa [bloch] using h0
    have h2 : (v : ℂ) = -(w * z) := by linear_combination h1
    exact hvw (by simpa [hz] using congrArg norm h2)
  refine ⟨hg, ?_⟩
  rw [odd_zerosInDisk_iff _ hg, ← sq_lt_sq]
  simp only [eval_add, eval_mul, eval_C, eval_X]
  constructor <;> intro H <;> nlinarith

end

end ChiralWindingParity
```

```lean
#print axioms ChiralWindingParity.hamiltonian_high_symmetry
#print axioms ChiralWindingParity.winding_parity
```

```
'ChiralWindingParity.hamiltonian_high_symmetry' depends on axioms: [propext, Classical.choice, Quot.sound]
'ChiralWindingParity.winding_parity' depends on axioms: [propext, Classical.choice, Quot.sound]
```
